# Antisymmetry of the pair matrix as a sum rule on a Hermitian particle-hole matrix

Let \(i,j,k,l\) label orbitals, let \(g(i,k)\) be a Hermitian matrix on orbitals, and let \(G(ij,kl)\) be a Hermitian matrix whose rows and columns are ordered pairs of orbitals. Define the pair matrix
\[ D(il,kj) = \delta_{jl}\, g(i,k) - G(ij,kl). \]
Then \(D\) is Hermitian, and it changes sign under exchange within the row pair and within the column pair if and only if
\[ G(ij,kl) + G(lj,ki) = \delta_{jl}\, g(i,k) + \delta_{ij}\, g(l,k) \quad \text{for all } i,j,k,l. \]

The definition comes from fermions in orthonormal spin orbitals with creation and annihilation operators \(a_i^\dagger, a_i\). In a given state put \(g(i,k)=\langle a_i^\dagger a_k\rangle\) and \(G(ij,kl)=\langle a_i^\dagger a_j a_l^\dagger a_k\rangle\). Inserting \(a_j a_l^\dagger=\delta_{jl}-a_l^\dagger a_j\) gives \(G(ij,kl)=\delta_{jl}\,g(i,k)-\langle a_i^\dagger a_l^\dagger a_j a_k\rangle\), so \(D(il,kj)=\langle a_i^\dagger a_l^\dagger a_j a_k\rangle\), with no factor \(1/2\). No operators or states occur in the theorems below, so this reading only motivates the definitions. In a density-matrix calculation that takes \(G\) as the unknown, the sum rule is the linear constraint that gives \(D\) its fermionic exchange symmetry, given that \(G\) and \(g\) are Hermitian. It is necessary for the matrices to come from a fermionic state but not sufficient: it does not imply positivity, it does not fix the trace of \(g\) or (with two or more orbitals) of \(D\), it does not imply the contraction relation \(\sum_l D(il,kl)=(N-1)\,g(i,k)\) of an \(N\)-particle state, and it does not guarantee the existence of an \(N\)-particle state.

## Orbitals, pairs and the three matrices

The orbitals are the elements of a type `n`, which may be finite of any size or infinite, since no sum over orbitals appears in the definitions or theorems.

In Lean 4 with Mathlib:

```lean
import Mathlib

open Matrix

namespace ParticleHoleAntisymmetry

variable {n : Type*} [DecidableEq n]
```

The Kronecker delta is a complex number, 1 or 0.

```lean
/-- The Kronecker delta of two orbital indices. -/
def kd (a b : n) : ℂ := if a = b then 1 else 0
```

A matrix on pairs has type `Matrix (n × n) (n × n) ℂ`. In `pairOf` the row pair `p` is \((i,l)\) and the column pair `q` is \((k,j)\), so `kd q.2 p.2` is \(\delta_{jl}\) and `G (p.1, q.2) (q.1, p.2)` is \(G(ij,kl)\). The second indices \(l\) and \(j\) trade places between \(D\) and \(G\). All ordered pairs are kept, including those with equal orbitals.

```lean
/-- The pair matrix built from the one-body matrix `g` and the particle-hole matrix `G`:
`D(il,kj) = δ_jl g(i,k) - G(ij,kl)`. -/
def pairOf (g : Matrix n n ℂ) (G : Matrix (n × n) (n × n) ℂ) : Matrix (n × n) (n × n) ℂ :=
  Matrix.of fun p q => kd q.2 p.2 * g p.1 q.1 - G (p.1, q.2) (q.1, p.2)
```

Antisymmetry in the row pair is \(D(li,q)=-D(il,q)\) for every column pair \(q\), and antisymmetry in the column pair is \(D(p,jk)=-D(p,kj)\) for every row pair \(p\).

```lean
/-- `D` changes sign when the two orbitals of the row pair are exchanged. -/
def AntisymRow (D : Matrix (n × n) (n × n) ℂ) : Prop :=
  ∀ i l q, D (l, i) q = -D (i, l) q

/-- `D` changes sign when the two orbitals of the column pair are exchanged. -/
def AntisymCol (D : Matrix (n × n) (n × n) ℂ) : Prop :=
  ∀ p k j, D p (j, k) = -D p (k, j)
```

The sum rule is the second displayed equation, index for index.

```lean
/-- The sum rule `G(ij,kl) + G(lj,ki) = δ_jl g(i,k) + δ_ij g(l,k)` for all indices. -/
def SumRule (g : Matrix n n ℂ) (G : Matrix (n × n) (n × n) ℂ) : Prop :=
  ∀ i j k l, G (i, j) (k, l) + G (l, j) (k, i) = kd j l * g i k + kd i j * g l k
```

## The map from G to D is its own inverse

For orbitals \(a,b\) one has \(\delta_{ab}=\delta_{ba}\) and \(\delta_{ab}^*=\delta_{ba}\), by treating \(a=b\) and \(a\neq b\) separately. Complex conjugation is `star`.

```lean
/-- The Kronecker delta is symmetric, and its conjugate is the delta with swapped indices. -/
theorem kd_symm (a b : n) : kd a b = kd b a ∧ star (kd a b) = kd b a := by
  by_cases h : a = b
  · subst h
    simp [kd]
  · have h' : ¬ b = a := fun e => h e.symm
    simp [kd, h, h']
```

Fix \(g\) and apply the map to \(D\) in place of \(G\). The entry \((il,kj)\) of the result is
\[ \delta_{jl}\,g(i,k) - D(ij,kl) = \delta_{jl}\,g(i,k) - \delta_{lj}\,g(i,k) + G(il,kj) = G(il,kj). \]
The same formula therefore recovers \(G\) from \(D\). The `linear_combination` step adds \(g(i,k)\) times the identity \(\delta_{jl}=\delta_{lj}\), which is the cancellation above.

```lean
/-- At fixed `g`, applying the map `G ↦ D` twice gives back the matrix one started from. -/
theorem pairOf_pairOf (g : Matrix n n ℂ) (G : Matrix (n × n) (n × n) ℂ) :
    pairOf g (pairOf g G) = G := by
  ext ⟨i, l⟩ ⟨k, j⟩
  simp only [pairOf, of_apply]
  linear_combination g i k * (kd_symm j l).1
```

## Hermiticity passes between G and D

`IsHermitian` for a matrix \(M\) on pairs means \(M(q,p)^*=M(p,q)\). If \(g\) is Hermitian, then \(g(k,i)^*=g(i,k)\) and
\[ D(kj,il)^* = \delta_{lj}^*\, g(k,i)^* - G(kl,ij)^* = \delta_{jl}\,g(i,k) - G(kl,ij)^*. \]
Subtracting the definition of \(D(il,kj)\) leaves
\[ D(kj,il)^* - D(il,kj) = G(ij,kl) - G(kl,ij)^*. \]
One side vanishes for all indices exactly when the other does, so \(D\) is Hermitian if and only if \(G\) is. In each direction the proof takes the hermiticity relation `h1` at the matching pairs, moves the conjugation through the difference and the product with `simp only`, and closes with the overall sign `-h1`.

```lean
/-- For Hermitian `g`, the pair matrix `D` is Hermitian exactly when `G` is. -/
theorem pairOf_isHermitian_iff (g : Matrix n n ℂ) (G : Matrix (n × n) (n × n) ℂ)
    (hg : g.IsHermitian) : (pairOf g G).IsHermitian ↔ G.IsHermitian := by
  have hs : ∀ a b : n, star (kd a b) = kd b a := fun a b => (kd_symm a b).2
  have hg' : ∀ a b : n, star (g b a) = g a b := fun a b => hg.apply a b
  -- the term δ_jl g(i,k) is Hermitian by itself and drops out
  constructor
  · intro h
    apply IsHermitian.ext
    rintro ⟨i, j⟩ ⟨k, l⟩
    have h1 := h.apply (i, l) (k, j)
    simp only [pairOf, of_apply, star_sub, star_mul, hs, hg'] at h1
    linear_combination -h1
  · intro h
    apply IsHermitian.ext
    rintro ⟨i, l⟩ ⟨k, j⟩
    have h1 := h.apply (i, j) (k, l)
    simp only [pairOf, of_apply, star_sub, star_mul, hs, hg']
    linear_combination -h1
```

## Row antisymmetry is the sum rule

Exchanging \(i\) and \(l\) in the definition gives \(D(li,kj)=\delta_{ji}\,g(l,k)-G(lj,ki)\). Hence
\[ D(li,kj)+D(il,kj) = \delta_{jl}\,g(i,k)+\delta_{ij}\,g(l,k) - G(ij,kl) - G(lj,ki). \]
The left side is zero for all indices when \(D\) is antisymmetric in the row pair, and the right side is zero for all indices when the sum rule holds. Neither \(g\) nor \(G\) needs to be Hermitian here. The term `g l k * (kd_symm j i).1` in the proof turns \(\delta_{ji}\) into \(\delta_{ij}\).

```lean
/-- For arbitrary `g` and `G`, the pair matrix is antisymmetric in the row pair exactly when
the sum rule holds. -/
theorem antisymRow_iff_sumRule (g : Matrix n n ℂ) (G : Matrix (n × n) (n × n) ℂ) :
    AntisymRow (pairOf g G) ↔ SumRule g G := by
  constructor
  · intro h i j k l
    have h1 := h i l (k, j)
    simp only [pairOf, of_apply] at h1
    linear_combination -h1 + g l k * (kd_symm j i).1
  · rintro h i l ⟨k, j⟩
    have h1 := h i j k l
    simp only [pairOf, of_apply]
    linear_combination -h1 + g l k * (kd_symm j i).1
```

## Conjugation carries antisymmetry from rows to columns

Let \(D\) be any Hermitian matrix on pairs that is antisymmetric in the row pair. Then
\[ D(p,jk) = D(jk,p)^* = \bigl(-D(kj,p)\bigr)^* = -D(p,kj). \]
The converse is the same chain with rows and columns interchanged. Each `rw` line first writes both entries as conjugates of the transposed entries, then uses the assumed antisymmetry, and then pulls the sign out of the conjugate.

```lean
omit [DecidableEq n] in
/-- A Hermitian pair matrix is antisymmetric in the row pair exactly when it is antisymmetric
in the column pair. -/
theorem antisymRow_iff_antisymCol (D : Matrix (n × n) (n × n) ℂ) (hD : D.IsHermitian) :
    AntisymRow D ↔ AntisymCol D := by
  -- conjugation exchanges rows and columns
  constructor
  · intro h p k j
    rw [← hD.apply p (j, k), ← hD.apply p (k, j), h k j p, star_neg]
  · intro h i l q
    rw [← hD.apply (l, i) q, ← hD.apply (i, l) q, h q i l, star_neg]
```

## Antisymmetry in both pairs

The main theorem assumes `hg` and `hG`, the hermiticity of \(g\) and \(G\). These hold for the expectation values above, and here they are hypotheses. It concludes that `pairOf g G` is Hermitian, and that row and column antisymmetry together are equivalent to `SumRule g G`. Hermiticity is the earlier equivalence read from right to left. If both antisymmetries hold, the row one alone gives the sum rule. If the sum rule holds, it gives the row antisymmetry `hrow`, and hermiticity of \(D\) then gives the column one.

```lean
/-- For Hermitian `g` and `G`, the matrix `D(il,kj) = δ_jl g(i,k) - G(ij,kl)` is Hermitian, and it
is antisymmetric in both pairs if and only if
`G(ij,kl) + G(lj,ki) = δ_jl g(i,k) + δ_ij g(l,k)` for all indices. -/
theorem pairOf_hermitian_and_antisym_iff (g : Matrix n n ℂ) (G : Matrix (n × n) (n × n) ℂ)
    (hg : g.IsHermitian) (hG : G.IsHermitian) :
    (pairOf g G).IsHermitian ∧
      ((AntisymRow (pairOf g G) ∧ AntisymCol (pairOf g G)) ↔ SumRule g G) := by
  have hD : (pairOf g G).IsHermitian := (pairOf_isHermitian_iff g G hg).mpr hG
  refine ⟨hD, fun h => (antisymRow_iff_sumRule g G).mp h.1, fun h => ?_⟩
  -- the sum rule gives the row pair, hermiticity carries it to the column pair
  have hrow := (antisymRow_iff_sumRule g G).mpr h
  exact ⟨hrow, (antisymRow_iff_antisymCol _ hD).mp hrow⟩
```

## The sum rule fixes g

Setting \(l=i\) makes the two terms on each side equal, \(2\,G(ij,ki)=2\,\delta_{ij}\,g(i,k)\). Thus \(G(ij,ki)=\delta_{ij}\,g(i,k)\), and with \(j=i\) also \(g(i,k)=G(ii,ki)\). The factors `1 / 2` in the proof are the division by two. A given \(G\) therefore obeys the sum rule with at most one \(g\), and no hermiticity is used.

```lean
/-- The sum rule implies `G(ij,ki) = δ_ij g(i,k)` and `g(i,k) = G(ii,ki)`. -/
theorem oneBody_of_sumRule (g : Matrix n n ℂ) (G : Matrix (n × n) (n × n) ℂ)
    (h : SumRule g G) :
    (∀ i j k, G (i, j) (k, i) = kd i j * g i k) ∧ ∀ i k, g i k = G (i, i) (k, i) := by
  -- put l = i in the sum rule
  have key : ∀ i j k, G (i, j) (k, i) = kd i j * g i k := by
    intro i j k
    linear_combination (1 / 2) * h i j k i + (1 / 2) * g i k * (kd_symm j i).1
  refine ⟨key, fun i k => ?_⟩
  rw [key i i k]
  simp [kd]
```

## Each admissible D has one G

Let \(g\) be Hermitian and let \(D\) be Hermitian and antisymmetric in the row pair. Take for \(G\) the map applied to \(D\), that is \(G(ij,kl)=\delta_{jl}\,g(i,k)-D(il,kj)\). Applying the map again returns \(D\) (`hinv`), so the two equivalences make \(G\) Hermitian (`h1`) and subject to the sum rule (`h2`). Any \(G\) that maps to \(D\) equals the map applied to \(D\), which gives uniqueness. The matrix \(g\) is free in this statement and need not be proportional to the contraction \(\sum_l D(il,kl)\).

```lean
/-- For Hermitian `g`, every Hermitian `D` antisymmetric in the row pair arises from exactly one
Hermitian particle-hole matrix `G` that obeys the sum rule. -/
theorem existsUnique_particleHole (g : Matrix n n ℂ) (D : Matrix (n × n) (n × n) ℂ)
    (hg : g.IsHermitian) (hD : D.IsHermitian) (hrow : AntisymRow D) :
    ∃! G : Matrix (n × n) (n × n) ℂ, G.IsHermitian ∧ SumRule g G ∧ pairOf g G = D := by
  have hinv := pairOf_pairOf g D
  have h1 : (pairOf g D).IsHermitian :=
    (pairOf_isHermitian_iff g (pairOf g D) hg).mp (by rw [hinv]; exact hD)
  have h2 : SumRule g (pairOf g D) :=
    (antisymRow_iff_sumRule g (pairOf g D)).mp (by rw [hinv]; exact hrow)
  refine ⟨pairOf g D, ⟨h1, h2, hinv⟩, fun G hG => ?_⟩
  have h3 : pairOf g G = D := hG.2.2
  rw [← h3, pairOf_pairOf]
```

## Two filled orbitals

On two orbitals, numbered 0 and 1 as in `Fin 2`, take \(g=1\) and \(G(ij,kl)=\delta_{ij}\delta_{kl}\). In the operator reading these are the matrices of the state with both orbitals occupied.

```lean
/-- The two-orbital particle-hole matrix `G(ij,kl) = δ_ij δ_kl`. -/
def filledG : Matrix (Fin 2 × Fin 2) (Fin 2 × Fin 2) ℂ :=
  Matrix.of fun p q => kd p.1 p.2 * kd q.1 q.2
```

Both matrices are Hermitian because their entries are real and do not change when row and column are exchanged. The sum rule reads \(\delta_{ij}\delta_{kl}+\delta_{lj}\delta_{ki}=\delta_{jl}\delta_{ik}+\delta_{ij}\delta_{lk}\), which needs only the symmetry of the delta, used three times. The pair matrix is not zero, since \(D(01,01)=\delta_{11}\,g(0,0)-G(01,01)=1-0=1\).

```lean
/-- On two orbitals, `g = 1` and `G(ij,kl) = δ_ij δ_kl` are Hermitian, obey the sum rule and
give `D(01,01) = 1`. -/
theorem sumRule_witness :
    (1 : Matrix (Fin 2) (Fin 2) ℂ).IsHermitian ∧ filledG.IsHermitian ∧ SumRule 1 filledG ∧
      pairOf 1 filledG (0, 1) (0, 1) = 1 := by
  refine ⟨isHermitian_one, ?_, ?_, ?_⟩
  · apply IsHermitian.ext
    rintro ⟨i, j⟩ ⟨k, l⟩
    simp only [filledG, of_apply]
    rw [star_mul, (kd_symm i j).2, (kd_symm k l).2, (kd_symm j i).1, (kd_symm l k).1]
  · intro i j k l
    have h1 : ∀ a b : Fin 2, (1 : Matrix (Fin 2) (Fin 2) ℂ) a b = kd a b :=
      fun a b => by simp only [kd, Matrix.one_apply]
    simp only [filledG, of_apply, h1]
    linear_combination kd i j * (kd_symm k l).1 + kd k i * (kd_symm l j).1
      + kd j l * (kd_symm k i).1
  · simp [pairOf, filledG, kd]
```

## The sum rule without hermiticity

Again on two orbitals, take \(g=0\) and \(G(ij,kl)=l-i\), with the orbital numbers read as complex numbers.

```lean
/-- The two-orbital matrix `G(ij,kl) = l - i`. -/
def skewG : Matrix (Fin 2 × Fin 2) (Fin 2 × Fin 2) ℂ :=
  Matrix.of fun p q => ((q.2 : ℕ) : ℂ) - ((p.1 : ℕ) : ℂ)
```

The sum rule holds because \((l-i)+(i-l)=0\). The pair matrix is \(D(il,kj)=i-l\), which does not depend on the column pair. Column antisymmetry at the pair \(00\) would require \(D(01,00)=-D(01,00)\), while \(D(01,00)=-1\). The proof obtains that \(G\) is not Hermitian from the main theorem: if it were, the sum rule would force the column antisymmetry that has just failed. These matrices are an algebraic example and are not the expectation values of any state. The sum rule alone thus controls the row pair, and column antisymmetry does not follow from it without a further hypothesis, for which hermiticity is one sufficient choice.

```lean
/-- With `g = 0`, the matrix `G(ij,kl) = l - i` obeys the sum rule but is not Hermitian, and its
pair matrix is not antisymmetric in the column pair. -/
theorem sumRule_without_hermiticity :
    SumRule 0 skewG ∧ ¬ skewG.IsHermitian ∧ ¬ AntisymCol (pairOf 0 skewG) := by
  have hs : SumRule 0 skewG := by
    intro i j k l
    simp only [skewG, of_apply, Matrix.zero_apply]
    ring
  have hc : ¬ AntisymCol (pairOf 0 skewG) := by
    intro h
    -- the element D(01,00) = -1 would have to equal its negative
    have h1 := h (0, 1) 0 0
    have h2 : pairOf 0 skewG (0, 1) (0, 0) = -1 := by simp [pairOf, skewG]
    rw [h2] at h1
    norm_num at h1
  refine ⟨hs, fun hG => hc ?_, hc⟩
  exact ((pairOf_hermitian_and_antisym_iff 0 skewG isHermitian_zero hG).2.mpr hs).2

end ParticleHoleAntisymmetry
```

```lean
#print axioms ParticleHoleAntisymmetry.oneBody_of_sumRule
-- 'ParticleHoleAntisymmetry.oneBody_of_sumRule' depends on axioms: [propext, Classical.choice, Quot.sound]
#print axioms ParticleHoleAntisymmetry.existsUnique_particleHole
-- 'ParticleHoleAntisymmetry.existsUnique_particleHole' depends on axioms: [propext, Classical.choice, Quot.sound]
#print axioms ParticleHoleAntisymmetry.sumRule_without_hermiticity
-- 'ParticleHoleAntisymmetry.sumRule_without_hermiticity' depends on axioms: [propext, Classical.choice, Quot.sound]
```
